# McWeeny purification diverges from every nonreal eigenvalue with real part 1/2

The McWeeny step is \(p\mapsto 3p^2-2p^3\). It is defined here in any ring, so `mcWeeny` acts both on a complex eigenvalue and on a square matrix, and `mcWeeny^[n]` means \(n\) successive steps.

```lean
import Mathlib

open Filter Matrix

namespace McWeenyHalfFilling

noncomputable section

/-- One McWeeny purification step `p ↦ 3p² - 2p³`, for numbers and matrices alike. -/
def mcWeeny {A : Type*} [Ring A] (p : A) : A := 3 * p ^ 2 - 2 * p ^ 3
```

In a density-matrix code with an orthonormal basis, the step costs two matrix products, \(P^2\) and \(P\,P^2\). Linear-scaling codes also discard small entries. The theorems below concern the exact, untruncated iteration.

"Half filling" here refers to a single eigenvalue, not to the total electron count of a band: it means an occupation with real part \(1/2\), midway between empty (\(0\)) and filled (\(1\)) in the normalisation where the one-particle density matrix of a single Slater determinant satisfies \(P^2=P\). A nonreal value is not a physical occupation; the word then only names the eigenvalue. For real \(y\), `halfFilling y` is the complex number \(1/2+iy\).

```lean
/-- The complex occupation `1/2 + iy`, at half filling with imaginary part `y`. -/
def halfFilling (y : ℝ) : ℂ := 1 / 2 + (y : ℂ) * Complex.I
```

The function `heightStep` will describe the motion of the imaginary part. Write \(y_n\) for its \(n\)-th iterate, starting from \(y_0=y\).

```lean
/-- The real update rule `y ↦ (3/2) y + 2 y³` for the imaginary part. -/
def heightStep (y : ℝ) : ℝ := 3 / 2 * y + 2 * y ^ 3
```

**(a) Read off the real and imaginary parts of \(1/2+iy\).**

Since \(y\) is real, they are \(1/2\) and \(y\). Lean needs this spelled out because `halfFilling` is built from complex constants.

```lean
/-- The occupation `1/2 + iy` has real part `1/2` and imaginary part `y`. -/
theorem halfFilling_re_im (y : ℝ) :
    (halfFilling y).re = 1 / 2 ∧ (halfFilling y).im = y := by
  have h : (1 / 2 : ℂ) = ((1 / 2 : ℝ) : ℂ) := by norm_num
  unfold halfFilling
  constructor
  · rw [h, Complex.add_re, Complex.ofReal_re, Complex.re_ofReal_mul, Complex.I_re,
      mul_zero, add_zero]
  · rw [h, Complex.add_im, Complex.ofReal_im, Complex.im_ofReal_mul, Complex.I_im,
      mul_one, zero_add]
```

**(b) Show that \(n\) steps take \(1/2+iy\) to \(1/2+iy_n\).**

For \(z=1/2+it\) with \(t\) real,
\[
z^2=\tfrac14-t^2+it,\qquad z^3=\tfrac18-\tfrac32t^2+i\left(\tfrac34t-t^3\right),
\]
and therefore
\[
3z^2-2z^3=\tfrac12+i\left(\tfrac32t+2t^3\right).
\]
The real part is unchanged, and induction on \(n\) finishes. In the proof, `step` is this calculation, with `linear_combination` supplying \(i^2=-1\).

```lean
/-- After `n` purification steps `1/2 + iy` has become `1/2 + iyₙ`, where `yₙ` is the
`n`-th iterate of the real update rule. -/
theorem iterate_halfFilling (y : ℝ) (n : ℕ) :
    mcWeeny^[n] (halfFilling y) = halfFilling (heightStep^[n] y) := by
  -- a single step preserves the line of real part 1/2
  have step : ∀ t : ℝ, mcWeeny (halfFilling t) = halfFilling (heightStep t) := by
    intro t
    unfold mcWeeny halfFilling heightStep
    push_cast
    linear_combination (-2 * (t : ℂ) ^ 3 * Complex.I) * Complex.I_sq
  induction n with
  | zero => rfl
  | succ n ih =>
    rw [Function.iterate_succ_apply', Function.iterate_succ_apply', ih, step]
```

**(c) Show that the modulus after \(n\) steps is at least \((3/2)^n|y|\).**

Factor the update:
\[
\left|\tfrac32t+2t^3\right|=\left(\tfrac32+2t^2\right)|t|\ge\tfrac32|t|.
\]
By induction \(|y_n|\ge(3/2)^n|y|\), and a complex number's modulus is at least the absolute value of its imaginary part. These are `step`, `height` and `him` in the proof.

```lean
/-- After `n` purification steps the modulus of the occupation is at least
`(3/2)ⁿ |y|`. -/
theorem growth_bound (y : ℝ) (n : ℕ) :
    (3 / 2 : ℝ) ^ n * |y| ≤ ‖mcWeeny^[n] (halfFilling y)‖ := by
  -- each step stretches the imaginary part by at least 3/2
  have step : ∀ t : ℝ, 3 / 2 * |t| ≤ |heightStep t| := by
    intro t
    have h : heightStep t = (3 / 2 + 2 * t ^ 2) * t := by
      unfold heightStep
      ring
    have hp : (0 : ℝ) < 3 / 2 + 2 * t ^ 2 := by positivity
    rw [h, abs_mul, abs_of_pos hp]
    exact mul_le_mul_of_nonneg_right (by nlinarith [sq_nonneg t]) (abs_nonneg t)
  have height : (3 / 2 : ℝ) ^ n * |y| ≤ |heightStep^[n] y| := by
    induction n with
    | zero => simp
    | succ n ih =>
      rw [Function.iterate_succ_apply', pow_succ]
      have := step (heightStep^[n] y)
      linarith
  have him := Complex.abs_im_le_norm (halfFilling (heightStep^[n] y))
  rw [(halfFilling_re_im _).2] at him
  rw [iterate_halfFilling]
  exact height.trans him
```

**(d) For \(y\ne0\), show that every iterate has real part \(1/2\) and that the moduli tend to infinity.**

The first claim follows from (a) and (b). For the second, \((3/2)^n|y|\to\infty\) because \(|y|>0\), and (c) places the moduli above this sequence. `Tendsto … atTop atTop` expresses divergence to \(+\infty\). The size of \(y\) affects only how long the growth takes.

```lean
/-- For every real `y ≠ 0`, the McWeeny iterates of `1/2 + iy` all have real part `1/2`
and their modulus tends to infinity. -/
theorem mcWeeny_diverges {y : ℝ} (hy : y ≠ 0) :
    (∀ n : ℕ, (mcWeeny^[n] (halfFilling y)).re = 1 / 2) ∧
      Tendsto (fun n : ℕ => ‖mcWeeny^[n] (halfFilling y)‖) atTop atTop := by
  refine ⟨fun n => ?_, ?_⟩
  · rw [iterate_halfFilling]
    exact (halfFilling_re_im _).1
  · have h : Tendsto (fun n : ℕ => (3 / 2 : ℝ) ^ n * |y|) atTop atTop :=
      (tendsto_pow_atTop_atTop_of_one_lt (by norm_num)).atTop_mul_const (abs_pos.mpr hy)
    exact tendsto_atTop_mono (growth_bound y) h
```

**(e) Show that the orbit is bounded exactly when \(y=0\).**

If \(y\ne0\), (d) carries the modulus past any proposed bound \(C\). If \(y=0\), the point \(1/2\) is fixed, since \(3/4-1/4=1/2\).

```lean
/-- The McWeeny iterates of `1/2 + iy` stay bounded exactly when `y = 0`. -/
theorem bounded_iff_real (y : ℝ) :
    (∃ C : ℝ, ∀ n : ℕ, ‖mcWeeny^[n] (halfFilling y)‖ ≤ C) ↔ y = 0 := by
  constructor
  · rintro ⟨C, hC⟩
    by_contra hy
    obtain ⟨n, hn⟩ := ((mcWeeny_diverges hy).2.eventually_gt_atTop C).exists
    exact absurd (hC n) (not_le_of_gt hn)
  · intro hy
    refine ⟨‖halfFilling 0‖, fun n => ?_⟩
    have h0 : heightStep 0 = 0 := by simp [heightStep]
    rw [hy, iterate_halfFilling, Function.iterate_fixed h0]
```

**(f) If \(Pv=zv\), show that \(m\) steps on \(P\) give a matrix that multiplies \(v\) by the \(m\)-th iterate of \(z\).**

Suppose \(Qv=wv\) after some number of steps. Then \(Q^2v=w^2v\) and \(Q^3v=w^3v\), so
\[
(3Q^2-2Q^3)v=(3w^2-2w^3)v.
\]
Induction gives the claim. The proof writes the polynomial as sums of products, applies them to \(v\) one factor at a time, and collects the scalars with `module`.

```lean
variable {ι : Type*} [Fintype ι] [DecidableEq ι]

/-- Purification keeps eigenvectors: if `P v = z v`, then after `m` steps the purified
matrix acts on `v` as the `m`-th scalar iterate of `z`. -/
theorem iterate_eigenvector {P : Matrix ι ι ℂ} {v : ι → ℂ} {z : ℂ}
    (h : P *ᵥ v = z • v) (m : ℕ) :
    (mcWeeny^[m] P) *ᵥ v = (mcWeeny^[m] z) • v := by
  induction m with
  | zero => exact h
  | succ m ih =>
    rw [Function.iterate_succ_apply', Function.iterate_succ_apply']
    generalize mcWeeny^[m] P = Q at ih ⊢
    generalize mcWeeny^[m] z = w at ih ⊢
    have e : mcWeeny Q = Q * Q + Q * Q + Q * Q - (Q * (Q * Q) + Q * (Q * Q)) := by
      unfold mcWeeny
      noncomm_ring
    rw [e]
    simp only [Matrix.sub_mulVec, Matrix.add_mulVec, ← Matrix.mulVec_mulVec, ih,
      Matrix.mulVec_smul]
    unfold mcWeeny
    module
```

**(g) Let a finite complex matrix \(P\) have a nonzero eigenvector \(v\) for \(1/2+iy\), with \(y\ne0\). Show that the sum of the absolute values of the entries of its iterates \(P_m\) tends to infinity.**

Let \(z_m\) be the \(m\)-th iterate of \(1/2+iy\), and choose \(i\) so that \(|v_i|\) is largest. Row \(i\) of \(P_mv=z_mv\) gives
\[
|z_m||v_i|\le\sum_j|(P_m)_{ij}||v_j|\le\Big(\sum_j|(P_m)_{ij}|\Big)|v_i|.
\]
Divide by \(|v_i|>0\). One row sum is at most the sum over all entries, and \(|z_m|\to\infty\) by (d). The estimate `row` is the displayed chain. Diagonalisability is not needed.

A Hermitian density matrix has real eigenvalues, so the hypothesis describes a matrix that has lost Hermiticity, for instance through unsymmetric truncation. How such an eigenvalue arises is not modelled.

The divergence could also have been stated in the operator norm. That would give \(|z_m|\le\|P_m\|\) directly, while the entry sum keeps the statement elementary; in finite dimension the two diverge together.

```lean
/-- If a matrix has an eigenvalue `1/2 + iy` with `y ≠ 0`, the sum of the absolute values
of the entries of its McWeeny iterates tends to infinity. -/
theorem matrix_purification_diverges {P : Matrix ι ι ℂ} {v : ι → ℂ} {y : ℝ}
    (hy : y ≠ 0) (hv : v ≠ 0) (h : P *ᵥ v = halfFilling y • v) :
    Tendsto (fun m : ℕ => ∑ i, ∑ j, ‖(mcWeeny^[m] P) i j‖) atTop atTop := by
  obtain ⟨k, hk⟩ := Function.ne_iff.mp hv
  have hk' : v k ≠ 0 := hk
  have : Nonempty ι := ⟨k⟩
  -- look at the largest component of the eigenvector
  obtain ⟨i, hi⟩ := Finite.exists_max (fun j => ‖v j‖)
  have hpos : 0 < ‖v i‖ := (norm_pos_iff.mpr hk').trans_le (hi k)
  refine tendsto_atTop_mono (fun m => ?_) (mcWeeny_diverges hy).2
  have e := congrFun (iterate_eigenvector h m) i
  -- the scalar iterate is bounded by the absolute row sum
  have row : ‖mcWeeny^[m] (halfFilling y)‖ * ‖v i‖
      ≤ (∑ j, ‖(mcWeeny^[m] P) i j‖) * ‖v i‖ := by
    calc ‖mcWeeny^[m] (halfFilling y)‖ * ‖v i‖
        = ‖∑ j, (mcWeeny^[m] P) i j * v j‖ := by
          rw [← norm_mul]
          exact congrArg norm e.symm
      _ ≤ ∑ j, ‖(mcWeeny^[m] P) i j * v j‖ := norm_sum_le _ _
      _ ≤ ∑ j, ‖(mcWeeny^[m] P) i j‖ * ‖v i‖ := by
          refine Finset.sum_le_sum fun j _ => ?_
          rw [norm_mul]
          exact mul_le_mul_of_nonneg_left (hi j) (norm_nonneg _)
      _ = (∑ j, ‖(mcWeeny^[m] P) i j‖) * ‖v i‖ := by rw [Finset.sum_mul]
  exact (le_of_mul_le_mul_right row hpos).trans
    (Finset.single_le_sum (f := fun a => ∑ j, ‖(mcWeeny^[m] P) a j‖)
      (fun a _ => Finset.sum_nonneg fun j _ => norm_nonneg _) (Finset.mem_univ i))
```

**(h) Find a real matrix with eigenvalue \(1/2+iy\) for any real \(y\).**

Take
\[
\begin{pmatrix}1/2&-y\\y&1/2\end{pmatrix}\begin{pmatrix}1\\-i\end{pmatrix}
=\begin{pmatrix}1/2+iy\\y-i/2\end{pmatrix}
=\left(\tfrac12+iy\right)\begin{pmatrix}1\\-i\end{pmatrix}.
\]
The vector is nonzero; its normalised form is \((1,-i)/\sqrt2\). For \(y\ne0\) this matrix meets the hypotheses of (g), so an arbitrarily small nonzero real antisymmetric perturbation of half the identity is enough for divergence. Lean checks the two components separately.

```lean
/-- The matrix with real rows `(1/2, -y)` and `(y, 1/2)` has the nonzero eigenvector
`(1, -i)` with eigenvalue `1/2 + iy`. -/
theorem matrix_purification_diverges_witness (y : ℝ) :
    (![1, -Complex.I] : Fin 2 → ℂ) ≠ 0 ∧
      !![1 / 2, -(y : ℂ); (y : ℂ), 1 / 2] *ᵥ ![1, -Complex.I]
        = halfFilling y • ![1, -Complex.I] := by
  constructor
  · intro h
    have h0 := congrFun h 0
    simp at h0
  · ext i
    fin_cases i <;>
      simp [halfFilling, Matrix.mulVec, dotProduct, Fin.sum_univ_succ]
    first
      | ring1
      | linear_combination (y : ℂ) * Complex.I_sq

end

end McWeenyHalfFilling
```

```lean
#print axioms McWeenyHalfFilling.mcWeeny_diverges
-- 'McWeenyHalfFilling.mcWeeny_diverges' depends on axioms: [propext, Classical.choice, Quot.sound]
#print axioms McWeenyHalfFilling.bounded_iff_real
-- 'McWeenyHalfFilling.bounded_iff_real' depends on axioms: [propext, Classical.choice, Quot.sound]
#print axioms McWeenyHalfFilling.matrix_purification_diverges
-- 'McWeenyHalfFilling.matrix_purification_diverges' depends on axioms: [propext, Classical.choice, Quot.sound]
```
